# The Rabi formula for a two-level system with constant detuning and coupling

A two-level system with Hamiltonian H = (D σz + W σx)/2, where D and W are real constants, not both zero, starts in its first basis state at time 0. With ħ = 1 and g = √(D² + W²), the probability of finding it in the second basis state at time t is

P(t) = (W²/g²) sin²(gt/2),

and so P(t) never exceeds W²/g².

Here σz and σx are the Pauli matrices, D is the detuning and W is the coupling. This is the Hamiltonian of a two-level atom in a monochromatic field of constant strength, seen in the rotating frame and after the rotating-wave approximation. For such a closed system with constant D and W, the formula supplies an exact value against which a numerical propagator can be compared.

The result is stated for solutions of the Schrödinger equation. P(t) is the squared modulus of the second amplitude, which is the same number as |exp(-itH)₂₁|², because the first column of the propagator is the state that evolved from the first basis vector. The matrix exponential itself does not occur in the code.

```lean
import Mathlib

open Complex (I)

namespace RabiFormula
```

## The frequency g and the equations of motion

The two eigenvalues of H are ±g/2, so g is their separation. It is called the generalized Rabi frequency, and it is an angular frequency, as are D and W when ħ = 1.

```lean
/-- The generalized Rabi frequency `g = √(D² + W²)` for detuning `D` and coupling `W`. -/
noncomputable def rabiFreq (D W : ℝ) : ℝ := Real.sqrt (D ^ 2 + W ^ 2)
```

Write the state at time t as a pair of complex amplitudes, a(t) for the first basis state and b(t) for the second. Since σz has diagonal entries 1 and -1, and σx exchanges the two basis states, the equation i dψ/dt = Hψ reads in components

i a′ = (D a + W b)/2,

i b′ = (W a - D b)/2.

Multiplying by -i gives the derivatives in the form used below. The structure `IsSolution D W a b` says that two functions `a b : ℝ → ℂ` satisfy these two equations at every real time, negative times included. `HasDerivAt` states that the derivative exists and has the given value, so differentiability is part of being a solution.

The types fix the model. `D` and `W` are real numbers that do not depend on time, so pulses with a changing envelope or a swept frequency are excluded, as are decay and dephasing. Taking W real reflects a choice of the relative phase of the two basis states. The structure says nothing about the initial state, which enters later as a separate hypothesis.

```lean
/-- The amplitudes `a`, `b` of the two basis states solve the Schrödinger equation
`i dψ/dt = H ψ` with `H = (D σz + W σx) / 2` and `ħ = 1`, written in components. -/
structure IsSolution (D W : ℝ) (a b : ℝ → ℂ) : Prop where
  deriv_a : ∀ t, HasDerivAt a (-I * (((D : ℂ) * a t + (W : ℂ) * b t) / 2)) t
  deriv_b : ∀ t, HasDerivAt b (-I * (((W : ℂ) * a t - (D : ℂ) * b t) / 2)) t
```

## Three elementary facts

The equation for the second amplitude, derived below, uses only one property of g, the value of its square,

g² = D² + W².

This holds because D² + W² is nonnegative, which is the condition under which squaring undoes the square root.

```lean
/-- The squared Rabi frequency is `D² + W²`. -/
theorem rabiFreq_sq (D W : ℝ) : rabiFreq D W ^ 2 = D ^ 2 + W ^ 2 := by
  rw [rabiFreq, Real.sq_sqrt (add_nonneg (sq_nonneg D) (sq_nonneg W))]
```

It also needs the derivatives of the two oscillating factors. By the chain rule,

d/dt cos(gt/2) = -(g/2) sin(gt/2).

The cosine is real while the amplitudes are complex, so the lemma states this for the real cosine regarded as a complex-valued function of real time. In the proof, `h` is the derivative of the argument gt/2, `h.cos` applies the chain rule, and `ofReal_comp` passes to complex values. The remaining step only rearranges the derivative into the stated form.

```lean
/-- The time derivative of `cos(gt/2)` is `-(g/2) sin(gt/2)`. -/
theorem hasDerivAt_cos_half (g t : ℝ) :
    HasDerivAt (fun s : ℝ => ((Real.cos (g * s / 2) : ℝ) : ℂ))
      (-((g : ℂ) / 2 * ((Real.sin (g * t / 2) : ℝ) : ℂ))) t := by
  have h := ((hasDerivAt_id' t).const_mul g).div_const 2
  exact h.cos.ofReal_comp.congr_deriv (by push_cast; ring)
```

In the same way,

d/dt sin(gt/2) = (g/2) cos(gt/2).

```lean
/-- The time derivative of `sin(gt/2)` is `(g/2) cos(gt/2)`. -/
theorem hasDerivAt_sin_half (g t : ℝ) :
    HasDerivAt (fun s : ℝ => ((Real.sin (g * s / 2) : ℝ) : ℂ))
      ((g : ℂ) / 2 * ((Real.cos (g * t / 2) : ℝ) : ℂ)) t := by
  have h := ((hasDerivAt_id' t).const_mul g).div_const 2
  exact h.sin.ofReal_comp.congr_deriv (by push_cast; ring)
```

## An explicit solution for D = 3 and W = 4

For these values g = 5, and the proposed amplitudes are

a(t) = cos(5t/2) - (3/5) i sin(5t/2),

b(t) = -(4/5) i sin(5t/2).

Abbreviate c = cos(5t/2) and s = sin(5t/2). The left side of the first equation, in the form solved for a′, is

a′ = -(5/2) s - (3/2) i c.

The right side is

-(i/2)(3a + 4b) = -(i/2)(3c - 5i s) = -(3/2) i c - (5/2) s,

which agrees. For the second equation, b′ = -2i c, and

-(i/2)(4a - 3b) = -(i/2)(4c - (12/5) i s + (12/5) i s) = -2i c.

At t = 0 these amplitudes are 1 and 0, so this is a solution of the kind that the Rabi formula speaks about, and its transition probability is (16/25) sin²(5t/2).

The Lean proof treats the two equations separately. It differentiates with the two lemmas above, replaces the cosine and sine by the letters `c` and `s`, and compares both sides as polynomials. The first comparison needs i² = -1, supplied as `Complex.I_sq`; the second does not.

```lean
/-- For `D = 3` and `W = 4` the amplitudes `cos(5t/2) - (3/5) i sin(5t/2)` and
`-(4/5) i sin(5t/2)` solve the Schrödinger equation. -/
theorem isSolution_witness :
    IsSolution 3 4
      (fun t => ((Real.cos (5 * t / 2) : ℝ) : ℂ) -
        3 / 5 * I * ((Real.sin (5 * t / 2) : ℝ) : ℂ))
      (fun t => -(4 / 5) * I * ((Real.sin (5 * t / 2) : ℝ) : ℂ)) := by
  constructor
  · intro t
    refine ((hasDerivAt_cos_half 5 t).fun_sub
      ((hasDerivAt_sin_half 5 t).const_mul (3 / 5 * I))).congr_deriv ?_
    generalize Real.cos (5 * t / 2) = c
    generalize Real.sin (5 * t / 2) = s
    push_cast
    linear_combination (-(5 / 2) * (s : ℂ)) * Complex.I_sq
  · intro t
    refine ((hasDerivAt_sin_half 5 t).const_mul (-(4 / 5) * I)).congr_deriv ?_
    generalize Real.cos (5 * t / 2) = c
    generalize Real.sin (5 * t / 2) = s
    push_cast
    ring
```

## Undoing the evolution to find the second amplitude

Now let a and b be any solution with a(0) = 1 and b(0) = 0. The idea is to apply the inverse evolution exp(itH) to the state, which must return the constant initial state. Because H² = (g/2)², for g ≠ 0 this inverse evolution is

exp(itH) = cos(gt/2) + (2i/g) sin(gt/2) H.

Multiplying by g removes the division. With c = cos(gt/2) and s = sin(gt/2), the two components of g exp(itH)ψ are

F = g c a + i s (D a + W b),

G = g c b + i s (W a - D b).

That F and G are constant can be checked directly, without the exponential. The product rule gives

F′ = -(g²/2) s a + g c a′ + (i g/2) c (D a + W b) + i s (D a′ + W b′).

The second and third terms cancel, since a′ = -(i/2)(D a + W b). In the last term, the equations of motion give

D a′ + W b′ = -(i/2)(D² a + D W b + W² a - D W b) = -(i/2)(D² + W²) a,

so that

F′ = -(g²/2) s a + (1/2)(D² + W²) s a = 0.

For G the corresponding cancellation leaves

W a′ - D b′ = -(i/2)(D² + W²) b,

and G′ = 0 follows in the same way.

At t = 0 we have c = 1 and s = 0, so F(0) = g and G(0) = 0. At every time, therefore,

(g c + i s D) a + i s W b = g,

i s W a + (g c - i s D) b = 0.

These are two linear equations for a and b. To eliminate a, multiply the second by g c + i s D and subtract i s W times the first:

(g² c² + s² D² + s² W²) b = -i g W s.

Since D² + W² = g² and c² + s² = 1, the bracket equals g², and

g² b(t) = -i g W sin(gt/2).

This is the statement of `amplitude_eq`. It contains no division by g and needs no condition on D and W; when both vanish it reads 0 = 0.

In the proof, `hg` is the relation g² = D² + W² among complex numbers, and the `generalize` after it forgets every other property of g. The statements `hF` and `hG` say that F and G have derivative zero. Each is assembled from the product rule and closed by `linear_combination`, which performs the cancellation above using `hg` and i² = -1. The lemma `is_const_of_deriv_eq_zero` then equates the values at `t` and at 0, and `simp only` inserts the initial data, which produces the two linear equations as `kF` and `kG`. The identity c² + s² = 1 is `hcs`. The final `linear_combination` is the elimination of a: its coefficients of `kG` and `kF` are the multipliers g c + i s D and i s W.

```lean
/-- A solution with `a(0) = 1` and `b(0) = 0` satisfies `g² b(t) = -i g W sin(gt/2)` at every time
`t`, where `g = rabiFreq D W`. -/
theorem amplitude_eq {D W : ℝ} {a b : ℝ → ℂ} (hψ : IsSolution D W a b)
    (ha : a 0 = 1) (hb : b 0 = 0) (t : ℝ) :
    (rabiFreq D W : ℂ) ^ 2 * b t =
      -(I * (rabiFreq D W : ℂ) * (W : ℂ) *
        ((Real.sin (rabiFreq D W * t / 2) : ℝ) : ℂ)) := by
  have hg : (rabiFreq D W : ℂ) ^ 2 = (D : ℂ) ^ 2 + (W : ℂ) ^ 2 := by
    rw [← Complex.ofReal_pow, rabiFreq_sq, Complex.ofReal_add, Complex.ofReal_pow,
      Complex.ofReal_pow]
  generalize rabiFreq D W = g at hg ⊢
  -- undoing the evolution gives two constants of motion
  have hF : ∀ x : ℝ, HasDerivAt (fun y : ℝ =>
      (g : ℂ) * (((Real.cos (g * y / 2) : ℝ) : ℂ) * a y) +
        I * (((Real.sin (g * y / 2) : ℝ) : ℂ) * ((D : ℂ) * a y + (W : ℂ) * b y))) 0 x := by
    intro x
    have h1 := ((hasDerivAt_cos_half g x).fun_mul (hψ.deriv_a x)).const_mul (g : ℂ)
    have h2 := ((hasDerivAt_sin_half g x).fun_mul (((hψ.deriv_a x).const_mul (D : ℂ)).fun_add
      ((hψ.deriv_b x).const_mul (W : ℂ)))).const_mul I
    refine (h1.fun_add h2).congr_deriv ?_
    generalize Real.sin (g * x / 2) = s
    linear_combination (-((s : ℂ) * a x / 2)) * hg -
      ((s : ℂ) * a x * ((D : ℂ) ^ 2 + (W : ℂ) ^ 2) / 2) * Complex.I_sq
  have hG : ∀ x : ℝ, HasDerivAt (fun y : ℝ =>
      (g : ℂ) * (((Real.cos (g * y / 2) : ℝ) : ℂ) * b y) +
        I * (((Real.sin (g * y / 2) : ℝ) : ℂ) * ((W : ℂ) * a y - (D : ℂ) * b y))) 0 x := by
    intro x
    have h1 := ((hasDerivAt_cos_half g x).fun_mul (hψ.deriv_b x)).const_mul (g : ℂ)
    have h2 := ((hasDerivAt_sin_half g x).fun_mul (((hψ.deriv_a x).const_mul (W : ℂ)).fun_sub
      ((hψ.deriv_b x).const_mul (D : ℂ)))).const_mul I
    refine (h1.fun_add h2).congr_deriv ?_
    generalize Real.sin (g * x / 2) = s
    linear_combination (-((s : ℂ) * b x / 2)) * hg -
      ((s : ℂ) * b x * ((D : ℂ) ^ 2 + (W : ℂ) ^ 2) / 2) * Complex.I_sq
  have kF := is_const_of_deriv_eq_zero (fun x => (hF x).differentiableAt)
    (fun x => (hF x).deriv) t 0
  have kG := is_const_of_deriv_eq_zero (fun x => (hG x).differentiableAt)
    (fun x => (hG x).deriv) t 0
  simp only [mul_zero, zero_div, Real.cos_zero, Real.sin_zero, Complex.ofReal_one,
    Complex.ofReal_zero, zero_mul, one_mul, add_zero, ha, hb] at kF kG
  have hcs : ((Real.sin (g * t / 2) : ℝ) : ℂ) ^ 2 +
      ((Real.cos (g * t / 2) : ℝ) : ℂ) ^ 2 = 1 := by
    rw [← Complex.ofReal_pow, ← Complex.ofReal_pow, ← Complex.ofReal_add,
      Real.sin_sq_add_cos_sq, Complex.ofReal_one]
  generalize Real.sin (g * t / 2) = s at kF kG hcs ⊢
  generalize Real.cos (g * t / 2) = c at kF kG hcs
  -- solve the two linear relations for the second amplitude
  linear_combination ((g : ℂ) * c + I * s * D) * kG - (I * s * W) * kF -
    ((g : ℂ) ^ 2 * b t) * hcs + ((s : ℂ) ^ 2 * b t) * hg +
    ((s : ℂ) ^ 2 * b t * ((D : ℂ) ^ 2 + (W : ℂ) ^ 2)) * Complex.I_sq
```

## The transition probability and its ceiling

If D and W are not both zero, then D² + W² > 0 and hence g > 0. Dividing by g² gives

b(t) = -i (W/g) sin(gt/2).

The factor -i has modulus 1 and the rest is real, so

|b(t)|² = (W²/g²) sin²(gt/2).

Since sin² is at most 1 and W²/g² is nonnegative,

|b(t)|² ≤ W²/g².

For D ≠ 0 this ceiling lies below 1, so within the rotating-wave approximation a drive with constant coupling and constant nonzero detuning never transfers the whole population out of the first basis state.

The theorem `rabi_formula` reads as follows in words. Let D and W be real numbers, at least one of them nonzero (`h`), and let a and b solve the Schrödinger equation for them (`hψ`), with a(0) = 1 (`ha`) and b(0) = 0 (`hb`). Then g is positive, and at every real time t the number `‖b t‖ ^ 2` equals (W²/g²) sin²(gt/2) and is at most W²/g². The initial state is normalised and H is Hermitian, so the state keeps norm 1 and `‖b t‖ ^ 2` is the Born probability of the second basis state.

The hypothesis `h` allows either parameter alone to vanish. With W = 0 the probability is zero at all times, and with D = 0 the drive is resonant and the prefactor is 1. If both vanish, then g = 0, so the conclusion g > 0 fails and the quotient W²/g² has no physical meaning.

The theorem speaks about every solution with the given initial state, but it does not construct one for general D and W; the code exhibits a solution only for D = 3 and W = 4. It is stated only for a(0) = 1 and b(0) = 0, and does not give the probability for an initial superposition of the two basis states.

The proof follows the lines above. First `hpos` and `hg` establish D² + W² > 0 and g > 0. Then `hB` is the formula for b(t), obtained from `amplitude_eq` by cancelling the nonzero factor g², with `hw` recording that (W/g) g = W. Taking the modulus and squaring gives `hP`, the equality for the probability. The bound follows by rewriting with `hP` and using `Real.sin_sq_le_one`.

```lean
/-- **Rabi formula.** If `D` and `W` are not both zero and the system starts in the first
basis state, then `g > 0`, and at every time the probability of the second state equals
`(W²/g²) sin²(gt/2)` and is at most `W²/g²`. -/
theorem rabi_formula {D W : ℝ} {a b : ℝ → ℂ} (h : D ≠ 0 ∨ W ≠ 0)
    (hψ : IsSolution D W a b) (ha : a 0 = 1) (hb : b 0 = 0) :
    0 < rabiFreq D W ∧ ∀ t : ℝ,
      ‖b t‖ ^ 2 = W ^ 2 / rabiFreq D W ^ 2 * Real.sin (rabiFreq D W * t / 2) ^ 2 ∧
      ‖b t‖ ^ 2 ≤ W ^ 2 / rabiFreq D W ^ 2 := by
  have hpos : 0 < D ^ 2 + W ^ 2 := by
    rcases h with h | h <;> positivity
  have hg : 0 < rabiFreq D W := by
    rw [rabiFreq]
    exact Real.sqrt_pos.mpr hpos
  refine ⟨hg, fun t => ?_⟩
  have hw : ((W / rabiFreq D W : ℝ) : ℂ) * (rabiFreq D W : ℂ) = (W : ℂ) := by
    rw [← Complex.ofReal_mul, div_mul_cancel₀ _ hg.ne']
  have hB : b t =
      -(I * ((W / rabiFreq D W * Real.sin (rabiFreq D W * t / 2) : ℝ) : ℂ)) := by
    apply mul_left_cancel₀ (pow_ne_zero 2 (Complex.ofReal_ne_zero.mpr hg.ne'))
    rw [amplitude_eq hψ ha hb t, Complex.ofReal_mul]
    linear_combination (I * (rabiFreq D W : ℂ) *
      ((Real.sin (rabiFreq D W * t / 2) : ℝ) : ℂ)) * hw
  have hP : ‖b t‖ ^ 2 =
      W ^ 2 / rabiFreq D W ^ 2 * Real.sin (rabiFreq D W * t / 2) ^ 2 := by
    rw [hB, norm_neg, norm_mul, Complex.norm_I, one_mul, Complex.norm_real,
      Real.norm_eq_abs, sq_abs, mul_pow, div_pow]
  refine ⟨hP, ?_⟩
  rw [hP]
  exact mul_le_of_le_one_right (div_nonneg (sq_nonneg _) (sq_nonneg _))
    (Real.sin_sq_le_one _)

end RabiFormula
```

```lean
#print axioms RabiFormula.rabi_formula
```

```
'RabiFormula.rabi_formula' depends on axioms: [propext, Classical.choice, Quot.sound]
```
